# For a unit vector, the squared norm lost in a sweep of projections is at most four times the energy

Let $Q_1,\dots,Q_m$ be orthogonal projectors, each giving energy 1 to a forbidden local configuration, and let $H=\sum_i Q_i$. For a state $v$, put
$$w=(1-Q_1)\cdots(1-Q_m)v,\qquad E=\langle v,Hv\rangle .$$
For unit $v$, $\|w\|^2$ is the probability that successive measurements of $Q_m,\dots,Q_1$ find no forbidden configuration. The question is how much energy $v$ must have if this probability is below 1. The answer is $1-\|w\|^2\le 4E$.

For spin-½ bonds, $Q=\tfrac14-\mathbf S_i\cdot\mathbf S_j$ is the singlet projector, so the bound applies to the ferromagnetic Heisenberg model $-J\sum\mathbf S_i\cdot\mathbf S_j$ with one coupling $J>0$ for all bonds, shifted by a constant and with energies in units of $J$.

In Lean, `V` is a complex inner-product space of any dimension, and the operators are linear maps defined on all of it. The inner product is conjugate-linear in its first slot.

```lean
import Mathlib

open scoped InnerProductSpace

namespace QuantumUnionBound

noncomputable section

variable {V : Type*} [NormedAddCommGroup V] [InnerProductSpace ℂ V]

/-- An orthogonal projector: an idempotent and symmetric linear operator. -/
structure IsOrthProj (Q : Module.End ℂ V) : Prop where
  idem : ∀ x, Q (Q x) = Q x
  selfAdj : ∀ x y, ⟪Q x, y⟫_ℂ = ⟪x, Q y⟫_ℂ
```

The projectors form a list `L`, possibly empty; `sweep L v` is $w$ and `energy L v` is $E$, written as a real part to give a real number.

```lean
/-- The ordered product `(1 - Q₁) ⋯ (1 - Qₘ)` for a list of operators. -/
def sweep (L : List (Module.End ℂ V)) : Module.End ℂ V :=
  (L.map fun Q => 1 - Q).prod

/-- The real part of `⟨v, H v⟩` for the Hamiltonian `H = Q₁ + ⋯ + Qₘ`. -/
def energy (L : List (Module.End ℂ V)) (v : V) : ℝ :=
  RCLike.re ⟪v, L.sum v⟫_ℂ
```

## Every term is an orthogonal projector

Physically, each term has only the energies 0 and 1, and its two eigenspaces are orthogonal. By hand, this enters through
$$\langle x,Qy\rangle=\langle Qx,Qy\rangle,\qquad \|x-Qx\|^2=\|x\|^2-\|Qx\|^2 ,$$
which are the first two lemmas.

```lean
/-- A matrix element of an orthogonal projector is the overlap of the two projected vectors. -/
theorem inner_proj {Q : Module.End ℂ V} (hQ : IsOrthProj Q) (x y : V) :
    ⟪x, Q y⟫_ℂ = ⟪Q x, Q y⟫_ℂ := by
  rw [hQ.selfAdj, hQ.idem]

/-- Removing the component in the range of an orthogonal projector lowers the squared norm
by the squared norm of that component. -/
theorem norm_sq_sub_proj {Q : Module.End ℂ V} (hQ : IsOrthProj Q) (x : V) :
    ‖x - Q x‖ ^ 2 = ‖x‖ ^ 2 - ‖Q x‖ ^ 2 := by
  have h := norm_sub_sq (𝕜 := ℂ) x (Q x)
  rw [inner_proj hQ x x, inner_self_eq_norm_sq] at h
  linarith
```

Now build up the product one factor at a time. Let $w'$ and $E'$ belong to $Q_2,\dots,Q_m$, put $D'=\|v\|^2-\|w'\|^2$, and write $Q=Q_1$. Then
$$w=w'-Qw',\quad E=E'+\|Qv\|^2,\quad \|v\|^2-\|w\|^2=D'+\|Qw'\|^2 .$$
Let $a=\mathrm{Re}\langle v,v-w'\rangle$ and $b=\mathrm{Re}\langle v,Qw'\rangle$, so that $\mathrm{Re}\langle v,v-w\rangle=a+b$. Assume $a^2\le E'D'$. Cauchy–Schwarz gives $b^2\le PR$, with $P=\|Qv\|^2$ and $R=\|Qw'\|^2$. Since $2|ab|\le2\sqrt{E'R\,D'P}\le E'R+D'P$,
$$(a+b)^2\le(E'+P)(D'+R).$$
`cauchy_step` is this inequality, and `sweep_estimate` is the induction, which starts from the empty list with both sides zero.

```lean
/-- Two-term Cauchy-Schwarz step for real numbers, with nonnegative `E`, `D`, `P`, `R`. -/
theorem cauchy_step {a b E D P R : ℝ} (hE : 0 ≤ E) (hD : 0 ≤ D) (hP : 0 ≤ P) (hR : 0 ≤ R)
    (ha : a ^ 2 ≤ E * D) (hb : b ^ 2 ≤ P * R) :
    (a + b) ^ 2 ≤ (E + P) * (D + R) := by
  have h := mul_le_mul ha hb (sq_nonneg b) (mul_nonneg hE hD)
  have hs : (2 * a * b) ^ 2 ≤ (E * R + D * P) ^ 2 := by
    nlinarith [sq_nonneg (E * R - D * P)]
  have hc := (le_abs_self _).trans (abs_le_of_sq_le_sq hs (by positivity))
  nlinarith

/-- For orthogonal projectors the energy is nonnegative, the sweep does not increase the norm, and
the squared real part of the overlap of `v` with `v - sweep L v` is at most the energy times the
lost squared norm. -/
theorem sweep_estimate (L : List (Module.End ℂ V)) (hL : ∀ Q ∈ L, IsOrthProj Q) (v : V) :
    0 ≤ energy L v ∧ ‖sweep L v‖ ^ 2 ≤ ‖v‖ ^ 2 ∧
      (RCLike.re ⟪v, v - sweep L v⟫_ℂ) ^ 2
        ≤ energy L v * (‖v‖ ^ 2 - ‖sweep L v‖ ^ 2) := by
  induction L with
  | nil => simp [energy, sweep]
  | cons Q L ih =>
    obtain ⟨hE, hw, hC⟩ := ih (fun P hP => hL P (List.mem_cons_of_mem _ hP))
    have hQ : IsOrthProj Q := hL Q (by simp)
    have hs : sweep (Q :: L) v = sweep L v - Q (sweep L v) := by simp [sweep]
    have he : energy (Q :: L) v = ‖Q v‖ ^ 2 + energy L v := by
      unfold energy
      rw [List.sum_cons, LinearMap.add_apply, inner_add_right, map_add,
        inner_proj hQ v v, inner_self_eq_norm_sq]
    -- the new overlap obeys Cauchy-Schwarz inside the range of Q
    have hb : (RCLike.re ⟪v, Q (sweep L v)⟫_ℂ) ^ 2
        ≤ ‖Q v‖ ^ 2 * ‖Q (sweep L v)‖ ^ 2 := by
      rw [inner_proj hQ, ← mul_pow]
      have h := (RCLike.abs_re_le_norm ⟪Q v, Q (sweep L v)⟫_ℂ).trans
        (norm_inner_le_norm (Q v) (Q (sweep L v)))
      exact sq_le_sq' (abs_le.mp h).1 (abs_le.mp h).2
    have hd : v - (sweep L v - Q (sweep L v)) = (v - sweep L v) + Q (sweep L v) := by abel
    have hc := cauchy_step hE (sub_nonneg.2 hw) (sq_nonneg ‖Q v‖)
      (sq_nonneg ‖Q (sweep L v)‖) hC hb
    rw [hs, he, hd, inner_add_right, map_add, norm_sq_sub_proj hQ]
    refine ⟨by positivity, ?_, ?_⟩
    · linarith [sq_nonneg ‖Q (sweep L v)‖]
    · nlinarith [hc]
```

So $(\mathrm{Re}\langle v,v-w\rangle)^2\le E(\|v\|^2-\|w\|^2)$. Also $\mathrm{Re}\langle v,v-w\rangle\ge\|v\|(\|v\|-\|w\|)\ge0$. Squaring this and cancelling one factor $\|v\|-\|w\|$ gives
$$\|v\|^2(\|v\|-\|w\|)\le E(\|v\|+\|w\|).$$
If that factor vanishes, the inequality holds because $E\ge0$; `hle.eq_or_lt` separates the two cases.

```lean
/-- For orthogonal projectors and a vector `v` of any norm, the norm lost in the sweep
bounds the energy from below. -/
theorem norm_loss_le_energy (L : List (Module.End ℂ V)) (hL : ∀ Q ∈ L, IsOrthProj Q) (v : V) :
    ‖v‖ ^ 2 * (‖v‖ - ‖sweep L v‖) ≤ energy L v * (‖v‖ + ‖sweep L v‖) := by
  obtain ⟨hE, hw, hC⟩ := sweep_estimate L hL v
  have hle : ‖sweep L v‖ ≤ ‖v‖ :=
    (le_abs_self _).trans (abs_le_of_sq_le_sq hw (norm_nonneg _))
  have hr : ‖v‖ * (‖v‖ - ‖sweep L v‖) ≤ RCLike.re ⟪v, v - sweep L v⟫_ℂ := by
    rw [inner_sub_right, map_sub, inner_self_eq_norm_sq]
    have h := re_inner_le_norm (𝕜 := ℂ) v (sweep L v)
    nlinarith
  rcases hle.eq_or_lt with h | h
  · rw [h]
    nlinarith [mul_nonneg hE (norm_nonneg v)]
  · -- cancel one factor of the lost norm
    have hsq := (pow_le_pow_left₀
      (mul_nonneg (norm_nonneg v) (sub_nonneg.2 hle)) hr 2).trans hC
    have hm : ‖v‖ ^ 2 * (‖v‖ - ‖sweep L v‖) * (‖v‖ - ‖sweep L v‖)
        ≤ energy L v * (‖v‖ + ‖sweep L v‖) * (‖v‖ - ‖sweep L v‖) := by
      nlinarith [hsq]
    exact le_of_mul_le_mul_right hm (sub_pos.2 h)
```

Symmetry alone is not enough for the factor-four bound: $Q=-1$ on $\mathbb C$ gives $1-4=-3>-4=4E$. Nor is idempotence alone: for
$$Q=\begin{pmatrix}-1&-4\\ \tfrac12&2\end{pmatrix},\quad v=(1,0),$$
the left side is $-3.25$ and $4E=-4$.

## The state is normalised

With $\|v\|=1$ the inequality of `norm_loss_le_energy` reads $1-\|w\|\le E(1+\|w\|)$. Multiplying by $1+\|w\|\le2$ gives
$$1-\|w\|^2\le E(1+\|w\|)^2\le4E .$$
In the proof, `rw [hv]` inserts the norm, `h1` is the multiplication by $1+\|w\|$, `h2` is the bound $(1+\|w\|)^2\le4$, and `h3` multiplies `h2` by $E$.

```lean
/-- **Quantum union bound.** For orthogonal projectors and a unit vector, the squared norm lost
in the sweep is at most four times the energy of `H = Q₁ + ⋯ + Qₘ`. -/
theorem quantum_union_bound (L : List (Module.End ℂ V)) (hL : ∀ Q ∈ L, IsOrthProj Q)
    (v : V) (hv : ‖v‖ = 1) :
    1 - ‖sweep L v‖ ^ 2 ≤ 4 * energy L v := by
  obtain ⟨hE, hw, -⟩ := sweep_estimate L hL v
  have h := norm_loss_le_energy L hL v
  rw [hv] at h hw
  have ha := norm_nonneg (sweep L v)
  have h1 := mul_le_mul_of_nonneg_right h (show 0 ≤ 1 + ‖sweep L v‖ by linarith)
  have h2 : (1 + ‖sweep L v‖) ^ 2 ≤ 4 := by nlinarith
  have h3 := mul_le_mul_of_nonneg_left h2 hE
  nlinarith
```

For arbitrary $v$ the statement fails: $v=0$ would give $1\le0$.

## The sweep contracts vectors orthogonal to the zero-energy space

Hypothesis `hq` says that $\|w\|\le q\|v\|$ for every $v$ orthogonal to $\ker H$: for $q<1$, a sweep leaves at most the fraction $q$ of the norm of such a vector. Let $Hv=\mu v$ with $v\neq0$ and $\mu\ne0$. If $Hg=0$, then $0=\langle Hg,v\rangle=\mu\langle g,v\rangle$, so `hq` applies to $v$. Here $E=\mu\|v\|^2$, hence $\mu\ge0$ and
$$(1-q)\|v\|\le\|v\|-\|w\|\le\mu(\|v\|+\|w\|)\le\mu(1+q)\|v\| .$$
Since $q\ge0$, division gives $\mu\ge(1-q)/(1+q)$. The proof first shows that $H$ is symmetric (`hsym`), then follows this chain.

```lean
/-- If the sweep of orthogonal projectors shrinks every vector orthogonal to the kernel of
`H = Q₁ + ⋯ + Qₘ` by a factor `q`, each nonzero real eigenvalue of `H` is at least
`(1 - q) / (1 + q)`. -/
theorem gap_of_contraction (L : List (Module.End ℂ V)) (hL : ∀ Q ∈ L, IsOrthProj Q) {q : ℝ}
    (hq : ∀ x, (∀ g, L.sum g = 0 → ⟪g, x⟫_ℂ = 0) → ‖sweep L x‖ ≤ q * ‖x‖)
    {μ : ℝ} (hμ : μ ≠ 0) {v : V} (hv : v ≠ 0) (h : L.sum v = (μ : ℂ) • v) :
    (1 - q) / (1 + q) ≤ μ := by
  have hsym : ∀ x y, ⟪L.sum x, y⟫_ℂ = ⟪x, L.sum y⟫_ℂ := by
    clear hq h
    induction L with
    | nil => simp
    | cons Q L ih =>
      intro x y
      rw [List.sum_cons, LinearMap.add_apply, LinearMap.add_apply, inner_add_left,
        inner_add_right, (hL Q (by simp)).selfAdj,
        ih (fun P hP => hL P (List.mem_cons_of_mem _ hP))]
  -- an excited eigenvector is orthogonal to the zero-energy space
  have ha := hq v (fun g hg => by
    have e := hsym g v
    rw [hg, h, inner_zero_left, inner_smul_right] at e
    exact (mul_eq_zero.1 e.symm).resolve_left (by exact_mod_cast hμ))
  have he : energy L v = μ * ‖v‖ ^ 2 := by
    unfold energy
    rw [h, inner_smul_right, ← inner_self_eq_norm_sq (𝕜 := ℂ) v]
    exact Complex.re_ofReal_mul _ _
  have hn : 0 < ‖v‖ := norm_pos_iff.2 hv
  have hn2 : 0 < ‖v‖ ^ 2 := by positivity
  have hE := (sweep_estimate L hL v).1
  have hb := norm_loss_le_energy L hL v
  rw [he] at hE hb
  have hμ0 : 0 ≤ μ := nonneg_of_mul_nonneg_left hE hn2
  have hq0 : 0 ≤ q := nonneg_of_mul_nonneg_left ((norm_nonneg _).trans ha) hn
  have hc : ‖v‖ - ‖sweep L v‖ ≤ μ * (‖v‖ + ‖sweep L v‖) :=
    le_of_mul_le_mul_left (by linarith) hn2
  have hm := mul_le_mul_of_nonneg_left ha hμ0
  rw [div_le_iff₀ (by linarith)]
  exact le_of_mul_le_mul_right (by nlinarith) hn
```

If $H$ has a zero-energy state, a contraction factor $q<1$ thus gives a lower bound on the energy of every excited eigenstate above the ground state. If it has none, the ground-state energy is itself one of the nonzero eigenvalues, and the theorem does not bound the gap above it. For a growing lattice, a $q<1$ independent of its size has to be established separately if the bound is to be independent of size.

Without `hq`, $q=0$ would force $\mu\ge1$; the two qubit projectors below have $H=\mathrm{diag}(18/25,\,32/25)$. Without $\mu\neq0$, the single term $Q=0$ on $\mathbb C$ satisfies `hq` with $q=0$ but has $\mu=0<1$.

## Two tilted qubit projectors rule out a factor of one

`rayProj u` is $|u\rangle\langle u|$, an orthogonal projector when $\|u\|=1$.

```lean
/-- The operator `|u⟩⟨u|`. -/
def rayProj (u : V) : Module.End ℂ V where
  toFun x := ⟪u, x⟫_ℂ • u
  map_add' x y := by rw [inner_add_right, add_smul]
  map_smul' c x := by rw [inner_smul_right, mul_smul, RingHom.id_apply]

/-- For a unit vector `u`, the operator `|u⟩⟨u|` is an orthogonal projector. -/
theorem rayProj_isOrthProj {u : V} (hu : ‖u‖ = 1) : IsOrthProj (rayProj u) where
  idem x := by
    change ⟪u, ⟪u, x⟫_ℂ • u⟫_ℂ • u = ⟪u, x⟫_ℂ • u
    rw [inner_smul_right, inner_self_eq_norm_sq_to_K, hu]
    simp
  selfAdj x y := by
    change ⟪⟪u, x⟫_ℂ • u, y⟫_ℂ = ⟪x, ⟪u, y⟫_ℂ • u⟫_ℂ
    rw [inner_smul_left, inner_smul_right, inner_conj_symm, mul_comm]
```

Take $u_\pm=(3/5,\pm4/5)$ and $v=(1,0)$. Then $E=2\cdot9/25=0.72$. Removing the $u_-$ component first and then the $u_+$ component leaves $w=(112/625,-84/625)$, so $1-\|w\|^2\approx0.950>E$. The proof computes these components and compares the two numbers. The example does not decide whether four is the best constant.

```lean
/-- The projectors onto the qubit vectors `(3/5, 4/5)` and `(3/5, -4/5)` are orthogonal
projectors, and for the unit vector `(1, 0)` the lost squared norm exceeds the energy. -/
theorem union_bound_witness :
    let L : List (Module.End ℂ (EuclideanSpace ℂ (Fin 2))) :=
      [rayProj !₂[3 / 5, 4 / 5], rayProj !₂[3 / 5, -4 / 5]]
    let v : EuclideanSpace ℂ (Fin 2) := !₂[1, 0]
    (∀ Q ∈ L, IsOrthProj Q) ∧ ‖v‖ = 1 ∧ energy L v < 1 - ‖sweep L v‖ ^ 2 := by
  intro L v
  have happ : ∀ u x : EuclideanSpace ℂ (Fin 2), rayProj u x = ⟪u, x⟫_ℂ • u :=
    fun _ _ => rfl
  have h1 : ‖(!₂[3 / 5, 4 / 5] : EuclideanSpace ℂ (Fin 2))‖ = 1 := by
    rw [EuclideanSpace.norm_eq]
    simp [Fin.sum_univ_two]
    norm_num
  have h2 : ‖(!₂[3 / 5, -4 / 5] : EuclideanSpace ℂ (Fin 2))‖ = 1 := by
    rw [EuclideanSpace.norm_eq]
    simp [Fin.sum_univ_two]
    norm_num
  -- the numerals are real, so conjugation leaves them fixed
  have c3 : (starRingEnd ℂ) 3 = 3 := by exact_mod_cast Complex.conj_ofReal 3
  have c4 : (starRingEnd ℂ) 4 = 4 := by exact_mod_cast Complex.conj_ofReal 4
  have c5 : (starRingEnd ℂ) 5 = 5 := by exact_mod_cast Complex.conj_ofReal 5
  have hs : sweep L v = !₂[112 / 625, -84 / 625] := by
    ext i
    fin_cases i <;>
      simp [L, v, sweep, happ, PiLp.inner_apply, Fin.sum_univ_two] <;>
      norm_num [c3, c4, c5]
  have hi : ⟪v, L.sum v⟫_ℂ = ((18 / 25 : ℝ) : ℂ) := by
    simp [L, v, happ, PiLp.inner_apply, Fin.sum_univ_two]
    norm_num [c3, c5]
  have he : energy L v = 18 / 25 := by
    unfold energy
    rw [hi]
    exact Complex.ofReal_re _
  refine ⟨?_, ?_, ?_⟩
  · intro Q hQ
    rcases List.mem_cons.1 hQ with rfl | hQ
    · exact rayProj_isOrthProj h1
    · rw [List.mem_singleton.1 hQ]
      exact rayProj_isOrthProj h2
  · rw [EuclideanSpace.norm_eq]
    simp [v, Fin.sum_univ_two]
  · rw [he, hs, EuclideanSpace.norm_sq_eq]
    simp [Fin.sum_univ_two]
    norm_num

end

end QuantumUnionBound
```

```lean
#print axioms QuantumUnionBound.quantum_union_bound
-- 'QuantumUnionBound.quantum_union_bound' depends on axioms: [propext, Classical.choice, Quot.sound]
#print axioms QuantumUnionBound.gap_of_contraction
-- 'QuantumUnionBound.gap_of_contraction' depends on axioms: [propext, Classical.choice, Quot.sound]
```
